# The overlap of two normalised 1s Slater orbitals on one centre is the cube of the ratio of the geometric to the arithmetic mean of their exponents

The theorem `overlap_eq` concerns two normalised 1s exponentials, √(a³/π) exp(−ar) and √(b³/π) exp(−br), centred at the same point of three-dimensional space, with a and b positive. It states that the integral of their product over all space is (2√(ab)/(a+b))³, the cube of the ratio of the geometric to the arithmetic mean of the exponents. The proof reduces the overlap to a radial integral, evaluates that with `radial_integral`, and merges the two normalisation constants into √(ab)³/π. What remains is an algebraic identity in which π must cancel, and `linear_combination` is asked to prove it from `hp`, the fact that π · π⁻¹ = 1.

As first written in Lean, the proof fails:

```lean
import Mathlib

open MeasureTheory MeasureTheory.Measure Filter
open scoped Real Topology

namespace OverlapEq

noncomputable section

/-- Three-dimensional position space of one electron. -/
abbrev Space := EuclideanSpace ℝ (Fin 3)

/-- The 1s exponential `√(a³/π) exp(-a r)` with exponent `a > 0`. -/
def slater1s (a : ℝ) (x : Space) : ℝ := √(a ^ 3 / π) * Real.exp (-(a * ‖x‖))

/-- The overlap integral of two 1s exponentials over all space. -/
def overlap (a b : ℝ) : ℝ := ∫ x : Space, slater1s a x * slater1s b x

/-- The ratio of the geometric to the arithmetic mean of two exponents `a, b > 0`. -/
def meanRatio (a b : ℝ) : ℝ := 2 * √(a * b) / (a + b)

/-- The radial integral of `r² exp(-c r)` over the half-line is `2/c³` for `c > 0`. -/
theorem radial_integral {c : ℝ} (hc : 0 < c) :
    ∫ r in Set.Ioi (0 : ℝ), r ^ 2 * Real.exp (-(c * r)) = 2 / c ^ 3 := by
  have h := Real.integral_rpow_mul_exp_neg_mul_Ioi (a := 3) (r := c) (by norm_num) hc
  have hG : Real.Gamma 3 = 2 := by
    rw [show (3 : ℝ) = ((2 : ℕ) : ℝ) + 1 by norm_num, Real.Gamma_nat_eq_factorial]
    norm_num [Nat.factorial]
  have h3 : (1 / c) ^ (3 : ℝ) = (1 / c) ^ 3 := by
    exact_mod_cast Real.rpow_natCast (1 / c) 3
  rw [hG, h3, show (3 : ℝ) - 1 = ((2 : ℕ) : ℝ) by norm_num] at h
  simp only [Real.rpow_natCast] at h
  rw [h]
  ring

/-- For positive exponents the overlap of two 1s exponentials is `(2√(ab)/(a+b))³`. -/
theorem overlap_eq {a b : ℝ} (ha : 0 < a) (hb : 0 < b) :
    overlap a b = meanRatio a b ^ 3 := by
  -- pass to spherical coordinates
  have h := integral_fun_norm_addHaar (volume : Measure Space) (fun r : ℝ =>
    √(a ^ 3 / π) * Real.exp (-(a * r)) * (√(b ^ 3 / π) * Real.exp (-(b * r))))
  have hd : Module.finrank ℝ Space = 3 := finrank_euclideanSpace_fin
  have hv : (volume : Measure Space).real (Metric.ball 0 1) = π * 4 / 3 := by
    rw [Measure.real, EuclideanSpace.volume_ball_fin_three, ENNReal.ofReal_one, one_pow,
      one_mul, ENNReal.toReal_ofReal (by positivity)]
  have hi : ∫ r in Set.Ioi (0 : ℝ), r ^ 2 *
      (√(a ^ 3 / π) * Real.exp (-(a * r)) * (√(b ^ 3 / π) * Real.exp (-(b * r))))
      = √(a ^ 3 / π) * √(b ^ 3 / π) * (2 / (a + b) ^ 3) := by
    rw [← radial_integral (add_pos ha hb), ← integral_const_mul]
    refine integral_congr_ae (ae_of_all _ fun r => ?_)
    have he : Real.exp (-((a + b) * r)) = Real.exp (-(a * r)) * Real.exp (-(b * r)) := by
      rw [← Real.exp_add]
      ring_nf
    simp only [he]
    ring
  -- combine the two normalisation constants
  have hs : √(a ^ 3 / π) * √(b ^ 3 / π) = √(a * b) ^ 3 / π := by
    have hsq : √(a * b) ^ 2 = a * b := Real.sq_sqrt (by positivity)
    have hp : a ^ 3 / π * (b ^ 3 / π) = (√(a * b) ^ 3 / π) ^ 2 := by
      calc a ^ 3 / π * (b ^ 3 / π) = (a * b) ^ 3 / π ^ 2 := by ring
        _ = (√(a * b) ^ 2) ^ 3 / π ^ 2 := by rw [hsq]
        _ = _ := by ring
    rw [← Real.sqrt_mul (by positivity), hp, Real.sqrt_sq (by positivity)]
  rw [hd, hv] at h
  simp only [nsmul_eq_mul, smul_eq_mul, Nat.reduceSub, Nat.cast_ofNat] at h
  rw [hi, hs] at h
  have hp : π * π⁻¹ = 1 := mul_inv_cancel₀ Real.pi_ne_zero
  refine Eq.trans h ?_
  unfold meanRatio
  linear_combination (8 * √(a * b) ^ 3 / (a + b) ^ 3) * hp

end

end OverlapEq
```

The error:

```
Main.lean:70:2: error: ring failed, ring expressions not equal
a b : ℝ
ha : 0 < a
hb : 0 < b
hd : Module.finrank ℝ Space = 3
hv : volume.real (Metric.ball 0 1) = π * 4 / 3
hi :
  ∫ (r : ℝ) in Set.Ioi 0, r ^ 2 * (√(a ^ 3 / π) * rexp (-(a * r)) * (√(b ^ 3 / π) * rexp (-(b * r)))) =
    √(a ^ 3 / π) * √(b ^ 3 / π) * (2 / (a + b) ^ 3)
hs : √(a ^ 3 / π) * √(b ^ 3 / π) = √(a * b) ^ 3 / π
h :
  ∫ (x : Space), √(a ^ 3 / π) * rexp (-(a * ‖x‖)) * (√(b ^ 3 / π) * rexp (-(b * ‖x‖))) =
    3 * (π * 4 / 3 * (√(a * b) ^ 3 / π * (2 / (a + b) ^ 3)))
hp : π * π⁻¹ = 1
⊢ √(a * b) ^ 3 * (a * b ^ 2 * 3 + a ^ 2 * b * 3 + a ^ 3 + b ^ 3)⁻¹ * 8 - √(a * b) ^ 3 * (a + b)⁻¹ ^ 3 * 8 = 0
```

The mended proof, as a diff:

```diff
@@ -68,4 +68,5 @@
   refine Eq.trans h ?_
   unfold meanRatio
+  rw [div_pow]
   linear_combination (8 * √(a * b) ^ 3 / (a + b) ^ 3) * hp
 
```

Diagnosis. The error says that, once the multiple of `hp` had been subtracted, `ring` could not show the two sides equal. The goal it left has no π in it, so the cancellation had worked. What is left is a difference of two terms that are in fact equal: one contains the inverse of the expanded cube of `a + b`, the other the cube of `(a + b)⁻¹`.

The two forms come from how the denominators were written. The integral gives a division by `(a + b) ^ 3`, and `ring` multiplies out that cube and then treats the inverse of the resulting sum as a single unit. Unfolding `meanRatio` gives a quotient raised to the third power, where `ring` inverts `a + b` first and cubes afterwards. It does not identify the two results.

The added `rw [div_pow]` turns the cube of the quotient into a quotient of cubes. Every such denominator is then `(a + b) ^ 3`, all are normalised alike, and the unchanged `linear_combination` closes the goal.
